# Two photons with normalised internal states, one in each input port of a balanced beam splitter, give a normalised output state

The theorem `homState_normalised` concerns two photons that enter a balanced beam splitter by different ports, with internal states `u` and `w` in a finite number of internal modes. The mode operators obey the bosonic relations `[a i, b j] = δ_ij`, with `a i` and `b i` mutually adjoint, and the vacuum is a unit vector. If `u` and `w` each have unit norm, the inner product of the output state with itself is 1, whatever the overlap between `u` and `w`. The proof writes the output as one half of a two-photon state with port amplitudes `(1, 1)` and `(1, -1)`, takes the factors of one half out of the inner product, and evaluates the rest as a permanent of single-photon overlaps.

As first written in Lean, the proof fails:

```lean
import Mathlib

open ComplexConjugate

namespace PartialDistinguishability

noncomputable section

variable {ι K V : Type*} [Fintype ι] [DecidableEq ι] [Fintype K] [DecidableEq K]
  [NormedAddCommGroup V] [InnerProductSpace ℂ V]

/-- Annihilators `a i` and creators `b i` are mutually adjoint and obey `[a i, b j] = δ_ij`. -/
structure BosonicModes (a b : ι → V →ₗ[ℂ] V) : Prop where
  adjoint : ∀ i x y, inner ℂ (b i x) y = inner ℂ x (a i y)
  ccr : ∀ i j x, a i (b j x) = b j (a i x) + if i = j then x else 0

/-- A unit vector annihilated by every `a i`. -/
structure IsVacuum (a : ι → V →ₗ[ℂ] V) (v : V) : Prop where
  norm_one : ‖v‖ = 1
  annihilated : ∀ i, a i v = 0

/-- The operator creating a photon with amplitude `f i` in mode `i`. -/
def create (b : ι → V →ₗ[ℂ] V) (f : ι → ℂ) : V →ₗ[ℂ] V := ∑ i, f i • b i

/-- The overlap `⟨f, g⟩` of two single-photon amplitudes. -/
def overlap {κ : Type*} [Fintype κ] (f g : κ → ℂ) : ℂ := ∑ i, conj (f i) * g i

/-- A photon with port amplitudes `c` and internal state `u`. -/
def photon (c : Fin 2 → ℂ) (u : K → ℂ) : Fin 2 × K → ℂ := fun i => c i.1 * u i.2

/-- The output of a balanced beam splitter fed with one photon of internal state `u`
and one of internal state `w`, in different input ports. -/
def homState (b : Fin 2 × K → V →ₗ[ℂ] V) (u w : K → ℂ) (v : V) : V :=
  (1 / 2 : ℂ) • (∑ k, u k • (b (0, k) + b (1, k))) ((∑ k, w k • (b (0, k) - b (1, k))) v)

/-- Annihilating mode `i` of a two-photon state gives a sum of two terms, one for each photon
removed, weighted by that photon's amplitude in mode `i`. -/
theorem annihilate_two_photons {a b : ι → V →ₗ[ℂ] V} {v : V} (h : BosonicModes a b)
    (hv : IsVacuum a v) (i : ι) (f g : ι → ℂ) :
    a i (create b f (create b g v)) = f i • create b g v + g i • create b f v := by
  have key : ∀ (f : ι → ℂ) (x : V), a i (create b f x) = create b f (a i x) + f i • x := by
    intro f x
    simp only [create, LinearMap.sum_apply, LinearMap.smul_apply, map_sum, map_smul, h.ccr,
      smul_add, Finset.sum_add_distrib]
    simp [smul_ite]
  rw [key, key, hv.annihilated, map_zero, zero_add, map_smul, add_comm]

/-- The inner product of two two-photon states is the permanent of the
single-photon overlaps. -/
theorem two_photon_overlap {a b : ι → V →ₗ[ℂ] V} {v : V} (h : BosonicModes a b)
    (hv : IsVacuum a v) (f g f' g' : ι → ℂ) :
    inner ℂ (create b f (create b g v)) (create b f' (create b g' v)) =
      overlap f f' * overlap g g' + overlap f g' * overlap g f' := by
  have move : ∀ (f : ι → ℂ) (x y : V),
      inner ℂ (create b f x) y = ∑ i, conj (f i) * inner ℂ x (a i y) := by
    intro f x y
    simp only [create, LinearMap.sum_apply, LinearMap.smul_apply, sum_inner,
      inner_smul_left, h.adjoint]
  have hvv : inner ℂ v v = (1 : ℂ) := by
    rw [inner_self_eq_norm_sq_to_K, hv.norm_one]; simp
  -- single-photon states reproduce the overlap of their amplitudes
  have one : ∀ g g' : ι → ℂ, inner ℂ (create b g v) (create b g' v) = overlap g g' := by
    intro g g'
    rw [move, overlap]
    refine Finset.sum_congr rfl fun i _ => ?_
    have e : a i (create b g' v) = g' i • v := by
      simp only [create, LinearMap.sum_apply, LinearMap.smul_apply, map_sum, map_smul, h.ccr,
        hv.annihilated, map_zero, zero_add]
      simp [smul_ite]
    rw [e, inner_smul_right, hvv, mul_one]
  have key : ∀ i, conj (f i) * inner ℂ (create b g v) (a i (create b f' (create b g' v))) =
      conj (f i) * f' i * overlap g g' + conj (f i) * g' i * overlap g f' := by
    intro i
    rw [annihilate_two_photons h hv, inner_add_right, inner_smul_right, inner_smul_right,
      one, one]
    ring
  rw [move, Finset.sum_congr rfl (fun i _ => key i), Finset.sum_add_distrib,
    ← Finset.sum_mul, ← Finset.sum_mul]
  rfl

omit [DecidableEq K] in
/-- The beam-splitter output written with the port amplitudes `(1, 1)` and `(1, -1)`. -/
theorem homState_eq (b : Fin 2 × K → V →ₗ[ℂ] V) (u w : K → ℂ) (v : V) :
    homState b u w v =
      (1 / 2 : ℂ) • create b (photon ![1, 1] u) (create b (photon ![1, -1] w) v) := by
  have h1 : ∑ k, u k • (b (0, k) + b (1, k)) = create b (photon ![1, 1] u) := by
    simp [create, photon, Fintype.sum_prod_type, Fin.sum_univ_two, Finset.sum_add_distrib]
  have h2 : ∑ k, w k • (b (0, k) - b (1, k)) = create b (photon ![1, -1] w) := by
    simp [create, photon, Fintype.sum_prod_type, Fin.sum_univ_two, sub_eq_add_neg,
      Finset.sum_add_distrib]
  rw [homState, h1, h2]

/-- The beam-splitter output is normalised for unit internal states. -/
theorem homState_normalised {a b : Fin 2 × K → V →ₗ[ℂ] V} {v : V}
    (h : BosonicModes a b) (hv : IsVacuum a v) {u w : K → ℂ}
    (hu : overlap u u = 1) (hw : overlap w w = 1) :
    inner ℂ (homState b u w v) (homState b u w v) = (1 : ℂ) := by
  have ov : ∀ (c d : Fin 2 → ℂ) (u w : K → ℂ), overlap (photon c u) (photon d w) =
      (conj (c 0) * d 0 + conj (c 1) * d 1) * overlap u w := by
    intro c d u w
    simp only [overlap, photon, Fintype.sum_prod_type, Fin.sum_univ_two, Finset.mul_sum,
      ← Finset.sum_add_distrib, map_mul]
    exact Finset.sum_congr rfl fun k _ => by ring
  have hc : conj (1 / 2 : ℂ) = 1 / 2 := by simp
  rw [homState_eq, inner_smul_left, inner_smul_right, two_photon_overlap h hv, hc]
  simp only [ov, hu, hw]
  norm_num

end

end PartialDistinguishability
```

The compiler's answer:

```
Main.lean:104:40: error: unsolved goals
K : Type u_2
V : Type u_3
inst✝³ : Fintype K
inst✝² : DecidableEq K
inst✝¹ : NormedAddCommGroup V
inst✝ : InnerProductSpace ℂ V
a b : Fin 2 × K → V →ₗ[ℂ] V
v : V
h : BosonicModes a b
hv : IsVacuum a v
u w : K → ℂ
hu : overlap u u = 1
hw : overlap w w = 1
ov :
  ∀ (c d : Fin 2 → ℂ) (u w : K → ℂ),
    overlap (photon c u) (photon d w) = ((starRingEnd ℂ) (c 0) * d 0 + (starRingEnd ℂ) (c 1) * d 1) * overlap u w
⊢ (starRingEnd ℂ) 2 = 2
```

Cause. The error is in the auxiliary fact `hc`, which says that the complex number 1/2 is its own conjugate. The proof needs it because `inner_smul_left` brings the scalar out of the first argument of the inner product conjugated. `simp` reduced the claim to `(starRingEnd ℂ) 2 = 2`, where `starRingEnd ℂ` is complex conjugation, and stopped there. What is left is true, since 2 is real, but `simp` did not close it, so Lean reports an unsolved goal.

The repair replaces `simp` with `Complex.conj_eq_iff_real`, which says that a complex number equals its conjugate exactly when it is the image of a real number. Its `mpr` direction asks for such a real number. The proof supplies `1 / 2`, and `norm_num` checks that the real 1/2, cast to the complex numbers, is the complex 1/2. The conjugate of 2 then never has to be simplified.

Lean accepts the file once it reads:

```diff
@@ -102,5 +102,6 @@
       ← Finset.sum_add_distrib, map_mul]
     exact Finset.sum_congr rfl fun k _ => by ring
-  have hc : conj (1 / 2 : ℂ) = 1 / 2 := by simp
+  have hc : conj (1 / 2 : ℂ) = 1 / 2 :=
+    Complex.conj_eq_iff_real.mpr ⟨1 / 2, by norm_num⟩
   rw [homState_eq, inner_smul_left, inner_smul_right, two_photon_overlap h hv, hc]
   simp only [ov, hu, hw]
```
